# For a quadratic band, linear interpolation over a tetrahedron has a mean error of 1/40 of the curvature times squared length, summed over the edges

Suppose a band energy is known only at the two ends $v_0, v_1$ of a segment in $k$-space, and is interpolated linearly in between. How far off is the interpolation if the band is really $f(x)=\tfrac12 h x^2$? Write the point as $x=t_0v_0+t_1v_1$ with $t_0+t_1=1$. Then

$$t_0f(v_0)+t_1f(v_1)-f(x)=\tfrac h2\left[t_0(1-t_0)v_0^2+t_1(1-t_1)v_1^2-2t_0t_1v_0v_1\right]=\tfrac h2\,t_0t_1(v_0-v_1)^2 ,$$

because $1-t_0=t_1$ and $1-t_1=t_0$. The product $t_0t_1$ averages to $\int_0^1 t(1-t)\,dt=\tfrac16$ over the segment, so the mean error is $h(v_0-v_1)^2/12$. A tetrahedron has six edges in place of one, and the average of $t_it_j$ becomes $\tfrac1{20}$. Half of that is $\tfrac1{40}$.

## The band, the edges and the mean

```lean
import Mathlib

open Matrix

namespace TetrahedronCurvature

noncomputable section

variable {ι : Type*} [Fintype ι] {m : ℕ}
```

The type `ι` labels the Cartesian components of a wave vector, three of them for a crystal; any finite number is allowed. The number `m` counts corners, which Lean numbers from 0.

```lean
/-- The quadratic form `uᵀ H u` of the matrix `H` along the displacement `u`. -/
def curv (H : Matrix ι ι ℝ) (u : ι → ℝ) : ℝ := u ⬝ᵥ H *ᵥ u
```

This is $q(u)=u^{\mathsf T}Hu$: `*ᵥ` applies a matrix to a vector and `⬝ᵥ` is the dot product. Here $H$ is a Hessian, not a Hamiltonian.

```lean
/-- A quadratic band `c + g · x + (1/2) xᵀ H x`; for symmetric `H` the Hessian is `H`. -/
def quadBand (c : ℝ) (g : ι → ℝ) (H : Matrix ι ι ℝ) (x : ι → ℝ) : ℝ :=
  c + g ⬝ᵥ x + 1 / 2 * curv H x
```

The band is $f(x)=c+g\cdot x+\tfrac12x^{\mathsf T}Hx$, where $x$ is the wave vector, $c$ an energy offset and $g$ the gradient at the origin. $H$ need not be symmetric. Since $q$ sees only the symmetric part of $H$, which is the true Hessian, the results are unaffected.

A real band is not quadratic. Replacing it inside one tetrahedron by its second-order Taylor polynomial is the step that the theorems leave to the physicist.

```lean
/-- The sum of `w i j` over the edges `i < j` of a simplex with `m` corners. -/
def edgeSum (w : Fin m → Fin m → ℝ) : ℝ := ∑ i, ∑ j, if i < j then w i j else 0
```

This is $\sum_{i<j}w_{ij}$, with each edge counted once.

```lean
/-- The mean over a tetrahedron of a function of the four barycentric weights: the iterated
integral over three of them, divided by the volume `1/6` of the reference simplex. -/
def simplexMean (F : (Fin 4 → ℝ) → ℝ) : ℝ :=
  6 * ∫ a in (0 : ℝ)..1, ∫ b in (0 : ℝ)..(1 - a), ∫ c in (0 : ℝ)..(1 - a - b),
    F ![1 - a - b - c, a, b, c]
```

In ordinary notation,

$$\langle F\rangle=6\int_0^1\!da\int_0^{1-a}\!db\int_0^{1-a-b}\!dc\;F(1-a-b-c,\,a,\,b,\,c).$$

The four arguments are the weights $t_0,\dots,t_3$, and this $c$ is an integration variable, not the energy offset. For a tetrahedron of nonzero volume in $\mathbb R^3$, the map from weights to points has a constant Jacobian, so $\langle F\rangle$ is the ordinary mean over its volume.

## The error at one point

```lean
/-- The edge sum of a tetrahedron has six terms. -/
theorem edgeSum_four (w : Fin 4 → Fin 4 → ℝ) :
    edgeSum w = w 0 1 + w 0 2 + w 0 3 + (w 1 2 + w 1 3) + w 2 3 := by
  simp [edgeSum, Fin.sum_univ_four]
```

A Lean theorem lists its inputs and hypotheses, then a colon, the statement, and after `:=` the proof. This one writes out the six edges.

```lean
/-- For a symmetric pair quantity that vanishes on the diagonal, the sum over all ordered pairs
is twice the sum over edges. -/
theorem sum_pairs_eq_edgeSum (w : Fin m → Fin m → ℝ) (symm : ∀ i j, w i j = w j i)
    (diag : ∀ i, w i i = 0) : ∑ i, ∑ j, w i j = 2 * edgeSum w := by
  have h : ∀ i j, w i j = (if i < j then w i j else 0) + (if j < i then w j i else 0) := by
    intro i j
    rcases lt_trichotomy i j with h | h | h
    · rw [if_pos h, if_neg (not_lt_of_ge h.le), add_zero]
    · subst h
      simp [diag]
    · rw [if_neg (not_lt_of_ge h.le), if_pos h, zero_add]
      exact symm i j
  have hc : (∑ i : Fin m, ∑ j : Fin m, if j < i then w j i else 0) = edgeSum w := by
    unfold edgeSum
    exact Finset.sum_comm
  calc ∑ i, ∑ j, w i j
      = ∑ i, ∑ j, ((if i < j then w i j else 0) + (if j < i then w j i else 0)) :=
        Finset.sum_congr rfl fun i _ => Finset.sum_congr rfl fun j _ => h i j
    _ = 2 * edgeSum w := by
        simp only [Finset.sum_add_distrib]
        rw [hc]
        unfold edgeSum
        ring
```

If $w_{ij}=w_{ji}$ and $w_{ii}=0$, then $\sum_{i,j}w_{ij}=2\sum_{i<j}w_{ij}$. Split the ordered pairs into $i<j$, $i=j$ and $i>j$. The middle group vanishes, and the last equals the first after the indices are renamed. The step `h` makes the split, and `hc` does the renaming by exchanging the two sums.

```lean
/-- With weights that sum to one, the pair sum of `tᵢ tⱼ (vᵢ - vⱼ)ᵀ H (vᵢ - vⱼ)` is twice the
difference between the averaged quadratic form and the form at the averaged point. -/
theorem sum_pairs_curv (H : Matrix ι ι ℝ) (v : Fin m → ι → ℝ) (t : Fin m → ℝ)
    (ht : ∑ i, t i = 1) :
    ∑ i, ∑ j, t i * t j * curv H (v i - v j)
      = 2 * (∑ i, t i * curv H (v i) - curv H (∑ i, t i • v i)) := by
  -- the quadratic form at the averaged point, as a double sum
  have hx : curv H (∑ i, t i • v i) = ∑ i, ∑ j, t i * t j * (v i ⬝ᵥ H *ᵥ v j) := by
    have hl := map_sum H.mulVecLin (fun i => t i • v i) Finset.univ
    simp only [Matrix.mulVecLin_apply, Matrix.mulVec_smul] at hl
    unfold curv
    rw [hl, sum_dotProduct]
    refine Finset.sum_congr rfl fun i _ => ?_
    rw [smul_dotProduct, dotProduct_sum, smul_eq_mul, Finset.mul_sum]
    refine Finset.sum_congr rfl fun j _ => ?_
    rw [dotProduct_smul, smul_eq_mul]
    ring
  have e : ∀ i j, t i * t j * curv H (v i - v j)
      = t j * (t i * curv H (v i)) + t i * (t j * curv H (v j))
        - t i * t j * (v i ⬝ᵥ H *ᵥ v j) - t j * t i * (v j ⬝ᵥ H *ᵥ v i) := by
    intro i j
    simp only [curv, Matrix.mulVec_sub, sub_dotProduct, dotProduct_sub]
    ring
  have h1 : ∑ i, ∑ j, t j * (t i * curv H (v i)) = ∑ i, t i * curv H (v i) := by
    simp only [← Finset.sum_mul, ht, one_mul]
  have h2 : ∑ i, ∑ j, t i * (t j * curv H (v j)) = ∑ i, t i * curv H (v i) := by
    simp only [← Finset.mul_sum, ← Finset.sum_mul, ht, one_mul]
  have h3 : ∑ i, ∑ j, t j * t i * (v j ⬝ᵥ H *ᵥ v i)
      = ∑ i, ∑ j, t i * t j * (v i ⬝ᵥ H *ᵥ v j) := Finset.sum_comm
  simp only [e, Finset.sum_add_distrib, Finset.sum_sub_distrib]
  rw [h1, h2, h3, hx]
  ring
```

Let $x=\sum_it_iv_i$ with $\sum_it_i=1$, which is the hypothesis `ht`. Expanding the difference gives

$$q(v_i-v_j)=q(v_i)+q(v_j)-v_i^{\mathsf T}Hv_j-v_j^{\mathsf T}Hv_i .$$

Multiply by $t_it_j$ and sum over all $i,j$. Each of the first two terms gives $\sum_it_iq(v_i)$, because the free weight sums to one. Each of the last two gives $\sum_{i,j}t_it_j\,v_i^{\mathsf T}Hv_j=q(x)$. Hence

$$\sum_{i,j}t_it_j\,q(v_i-v_j)=2\Big[\sum_it_iq(v_i)-q(x)\Big].$$

In the proof, `hx` is the double sum for $q(x)$, `e` is the expansion, `h1` and `h2` use the normalisation, and `h3` identifies the two cross terms.

```lean
/-- Error of linear interpolation of a quadratic band at the point with barycentric weights `t`
summing to one: half the edge sum of `tᵢ tⱼ (vᵢ - vⱼ)ᵀ H (vᵢ - vⱼ)`. -/
theorem interpolation_error (c : ℝ) (g : ι → ℝ) (H : Matrix ι ι ℝ) (v : Fin m → ι → ℝ)
    (t : Fin m → ℝ) (ht : ∑ i, t i = 1) :
    ∑ i, t i * quadBand c g H (v i) - quadBand c g H (∑ i, t i • v i)
      = 1 / 2 * edgeSum (fun i j => t i * t j * curv H (v i - v j)) := by
  have h1 := sum_pairs_curv H v t ht
  have h2 := sum_pairs_eq_edgeSum (fun i j => t i * t j * curv H (v i - v j))
    (fun i j => by
      simp only [curv, Matrix.mulVec_sub, sub_dotProduct, dotProduct_sub]
      ring)
    (fun i => by simp [curv])
  have e : ∀ i, t i * quadBand c g H (v i)
      = t i * c + t i * (g ⬝ᵥ v i) + 1 / 2 * (t i * curv H (v i)) := by
    intro i
    unfold quadBand
    ring
  have hs : ∑ i, t i * quadBand c g H (v i)
      = c + ∑ i, t i * (g ⬝ᵥ v i) + 1 / 2 * ∑ i, t i * curv H (v i) := by
    simp only [e, Finset.sum_add_distrib, ← Finset.sum_mul, ← Finset.mul_sum, ht, one_mul]
  have hg : g ⬝ᵥ (∑ i, t i • v i) = ∑ i, t i * (g ⬝ᵥ v i) := by
    simp only [dotProduct_sum, dotProduct_smul, smul_eq_mul]
  rw [hs, quadBand, hg]
  linarith
```

The constant and linear parts of the band are interpolated exactly, since $\sum_it_i(c+g\cdot v_i)=c+g\cdot x$. Only the quadratic part contributes:

$$\sum_it_if(v_i)-f(x)=\tfrac12\Big[\sum_it_iq(v_i)-q(x)\Big]=\tfrac14\sum_{i,j}t_it_j\,q(v_i-v_j)=\tfrac12\sum_{i<j}t_it_j\,q(v_i-v_j).$$

The last two equalities are the two preceding theorems, which Lean calls `h1` and `h2`; `hs` and `hg` treat the constant and linear parts, and `linarith` combines everything. With two corners in one dimension this is the opening example. With a single corner there is no edge, and both sides are zero. The weights may be negative, so the identity also holds for extrapolation outside the simplex.

## Averaging over the tetrahedron

```lean
/-- The integral of a quartic polynomial from `0` to `L`. -/
theorem integral_quartic (p q r s u L : ℝ) :
    ∫ x in (0 : ℝ)..L, (p + q * x + r * x ^ 2 + s * x ^ 3 + u * x ^ 4)
      = p * L + q / 2 * L ^ 2 + r / 3 * L ^ 3 + s / 4 * L ^ 4 + u / 5 * L ^ 5 := by
  have hd : ∀ x : ℝ, HasDerivAt
      (fun x : ℝ => p * x + q / 2 * x ^ 2 + r / 3 * x ^ 3 + s / 4 * x ^ 4 + u / 5 * x ^ 5)
      (p + q * x + r * x ^ 2 + s * x ^ 3 + u * x ^ 4) x := by
    intro x
    have h := (((((hasDerivAt_id' x).const_mul p).fun_add
      ((hasDerivAt_pow 2 x).const_mul (q / 2))).fun_add
      ((hasDerivAt_pow 3 x).const_mul (r / 3))).fun_add
      ((hasDerivAt_pow 4 x).const_mul (s / 4))).fun_add
      ((hasDerivAt_pow 5 x).const_mul (u / 5))
    refine h.congr_deriv ?_
    simp only [Nat.cast_ofNat, Nat.reduceSub]
    ring
  rw [intervalIntegral.integral_eq_sub_of_hasDerivAt (fun x _ => hd x)
    (Continuous.intervalIntegrable (by fun_prop) _ _)]
  ring
```

This is the term-by-term integral of a quartic. Lean differentiates the proposed antiderivative and applies the fundamental theorem of calculus.

```lean
/-- Tetrahedron averages of the barycentric weights: each `tᵢ` averages to `1/4` and each
product `tᵢ tⱼ` with `i < j` to `1/20`, in any linear combination. -/
theorem simplexMean_quadratic (φ : Fin 4 → ℝ) (w : Fin 4 → Fin 4 → ℝ) :
    simplexMean (fun t => ∑ i, t i * φ i + edgeSum (fun i j => t i * t j * w i j))
      = (∑ i, φ i) / 4 + edgeSum w / 20 := by
  obtain ⟨F, hF⟩ : ∃ F : (Fin 4 → ℝ) → ℝ,
    F = fun t => ∑ i, t i * φ i + edgeSum (fun i j => t i * t j * w i j) := ⟨_, rfl⟩
  rw [← hF]
  have key : ∀ a b c : ℝ, F ![1 - a - b - c, a, b, c]
      = (φ 0 + a * (φ 1 - φ 0) + b * (φ 2 - φ 0)
          + (1 - a - b) * (a * w 0 1 + b * w 0 2) + a * b * w 1 2)
        + (φ 3 - φ 0 + (1 - a - b) * w 0 3 - a * w 0 1 - b * w 0 2
          + a * w 1 3 + b * w 2 3) * c
        + (-w 0 3) * c ^ 2 + 0 * c ^ 3 + 0 * c ^ 4 := by
    intro a b c
    rw [hF]
    simp only [edgeSum_four, Fin.sum_univ_four, Matrix.cons_val]
    ring
  -- innermost integral, arranged in powers of b
  have hin : ∀ a b : ℝ, ∫ c in (0 : ℝ)..(1 - a - b), F ![1 - a - b - c, a, b, c]
      = ((1 - a) * (φ 0 + a * (φ 1 - φ 0)) + (1 - a) ^ 2 * (φ 3 - φ 0) / 2
          + (1 - a) ^ 2 * a * (w 0 1 + w 1 3) / 2 + w 0 3 * (1 - a) ^ 3 / 6)
        + ((1 - a) * (φ 2 - φ 0) - (φ 0 + a * (φ 1 - φ 0)) - (1 - a) * (φ 3 - φ 0)
          - (1 - a) * a * (w 0 1 + w 1 3) + (1 - a) ^ 2 * (w 0 2 + w 2 3) / 2
          + (1 - a) * a * w 1 2 - w 0 3 * (1 - a) ^ 2 / 2) * b
        + (-(φ 2 - φ 0) + (φ 3 - φ 0) / 2 + a * (w 0 1 + w 1 3) / 2
          - (1 - a) * (w 0 2 + w 2 3) - a * w 1 2 + w 0 3 * (1 - a) / 2) * b ^ 2
        + ((w 0 2 + w 2 3) / 2 - w 0 3 / 6) * b ^ 3 + 0 * b ^ 4 := by
    intro a b
    simp only [key]
    rw [integral_quartic]
    ring
  -- middle integral, arranged in powers of a
  have hmid : ∀ a : ℝ, ∫ b in (0 : ℝ)..(1 - a), ∫ c in (0 : ℝ)..(1 - a - b),
        F ![1 - a - b - c, a, b, c]
      = (φ 0 / 2 + (φ 2 + φ 3 - 2 * φ 0) / 6 + (w 0 2 + w 2 3 + w 0 3) / 24)
        + (-φ 0 + (φ 1 - φ 0) / 2 - (φ 2 + φ 3 - 2 * φ 0) / 2
          + (w 0 1 + w 1 3 + w 1 2) / 6 - (w 0 2 + w 2 3 + w 0 3) / 6) * a
        + (φ 0 / 2 - (φ 1 - φ 0) + (φ 2 + φ 3 - 2 * φ 0) / 2
          - (w 0 1 + w 1 3 + w 1 2) / 2 + (w 0 2 + w 2 3 + w 0 3) / 4) * a ^ 2
        + ((φ 1 - φ 0) / 2 - (φ 2 + φ 3 - 2 * φ 0) / 6
          + (w 0 1 + w 1 3 + w 1 2) / 2 - (w 0 2 + w 2 3 + w 0 3) / 6) * a ^ 3
        + (-(w 0 1 + w 1 3 + w 1 2) / 6 + (w 0 2 + w 2 3 + w 0 3) / 24) * a ^ 4 := by
    intro a
    simp only [hin]
    rw [integral_quartic]
    ring
  unfold simplexMean
  simp only [hmid]
  rw [integral_quartic]
  simp only [edgeSum_four, Fin.sum_univ_four]
  ring
```

For any numbers $\varphi_i$ and $w_{ij}$,

$$\Big\langle\sum_it_i\varphi_i+\sum_{i<j}t_it_jw_{ij}\Big\rangle=\frac14\sum_i\varphi_i+\frac1{20}\sum_{i<j}w_{ij}.$$

Two integrals are enough to see this:

$$\langle a\rangle=6\int_0^1a\,\frac{(1-a)^2}{2}\,da=\frac14,$$

$$\langle ab\rangle=6\int_0^1a\int_0^{1-a}b\,(1-a-b)\,db\,da=\int_0^1a(1-a)^3\,da=\frac1{20}.$$

Relabelling the corners preserves the volume element, so every other weight and every other pair gives the same values.

Lean does not use this symmetry. It integrates the whole expression three times: `key` arranges the integrand in powers of $c$, `hin` the first result in powers of $b$, and `hmid` the second in powers of $a$. The degree grows from two to three to four, so the quartic formula serves at each stage.

```lean
/-- Functions that agree whenever the weights sum to one have the same tetrahedron mean. -/
theorem simplexMean_congr {F G : (Fin 4 → ℝ) → ℝ}
    (h : ∀ t, ∑ i, t i = 1 → F t = G t) : simplexMean F = simplexMean G := by
  have e : ∀ a b c : ℝ, F ![1 - a - b - c, a, b, c] = G ![1 - a - b - c, a, b, c] := by
    intro a b c
    apply h
    simp only [Fin.sum_univ_four, Matrix.cons_val]
    ring
  unfold simplexMean
  simp only [e]
```

The mean evaluates its function only at weights that sum to one, so two functions that agree there have equal means. This allows the pointwise error formula, which needs that condition, to be used under the integral.

```lean
/-- The mean error of linear interpolation of a quadratic band over a tetrahedron is `1/40` of
the sum of `(vᵢ - vⱼ)ᵀ H (vᵢ - vⱼ)` over its six edges. -/
theorem mean_interpolation_error (c : ℝ) (g : ι → ℝ) (H : Matrix ι ι ℝ)
    (v : Fin 4 → ι → ℝ) :
    simplexMean (fun t => ∑ i, t i * quadBand c g H (v i) - quadBand c g H (∑ i, t i • v i))
      = 1 / 40 * edgeSum (fun i j => curv H (v i - v j)) := by
  calc _ = simplexMean (fun t => ∑ i, t i * (fun _ : Fin 4 => (0 : ℝ)) i
        + edgeSum (fun i j => t i * t j * (fun i j => 1 / 2 * curv H (v i - v j)) i j)) :=
        simplexMean_congr fun t ht => by
          rw [interpolation_error c g H v t ht]
          simp only [edgeSum_four, mul_zero, Finset.sum_const_zero]
          ring
    _ = _ := by
        rw [simplexMean_quadratic]
        simp only [edgeSum_four, Finset.sum_const_zero]
        ring
```

Average the pointwise error, using $\langle t_it_j\rangle=\tfrac1{20}$ for $i<j$:

$$\Big\langle\sum_it_if(v_i)-f(x)\Big\rangle=\frac12\cdot\frac1{20}\sum_{i<j}q(v_i-v_j)=\frac1{40}\sum_{i<j}(v_i-v_j)^{\mathsf T}H(v_i-v_j).$$

The proof does the same: the first step of `calc` inserts the pointwise formula, and the second applies the averages with $\varphi_i=0$ and $w_{ij}=\tfrac12q(v_i-v_j)$.

In Brillouin-zone integration, this is the error that the linear tetrahedron method makes in the mean energy of a fully occupied tetrahedron with a quadratic band. It is the error of a single tetrahedron. In the sum over a regular mesh, the leading errors of a completely filled smooth band cancel, because the Hessian of a periodic function averages to zero over the zone. For a partly filled band a curvature error remains, and Blöchl's correction, in which the same $1/40$ appears, expresses it through the density of states at the Fermi level and differences of corner energies. No Fermi level enters the theorem above.

```lean
/-- Exact quadrature for a quadratic band: its tetrahedron mean is the average of the four corner
values minus `1/40` of the edge sum of `(vᵢ - vⱼ)ᵀ H (vᵢ - vⱼ)`. -/
theorem mean_quadBand (c : ℝ) (g : ι → ℝ) (H : Matrix ι ι ℝ) (v : Fin 4 → ι → ℝ) :
    simplexMean (fun t => quadBand c g H (∑ i, t i • v i))
      = (∑ i, quadBand c g H (v i)) / 4
        - 1 / 40 * edgeSum (fun i j => curv H (v i - v j)) := by
  calc _ = simplexMean (fun t => ∑ i, t i * (fun i => quadBand c g H (v i)) i
        + edgeSum (fun i j => t i * t j * (fun i j => -1 / 2 * curv H (v i - v j)) i j)) :=
        simplexMean_congr fun t ht => by
          have h := interpolation_error c g H v t ht
          simp only [edgeSum_four] at h ⊢
          linear_combination -h
    _ = _ := by
        rw [simplexMean_quadratic]
        simp only [edgeSum_four]
        ring
```

Solving the pointwise formula for $f(x)$ and averaging gives

$$\langle f\rangle=\frac14\sum_if(v_i)-\frac1{40}\sum_{i<j}q(v_i-v_j).$$

This is an exact quadrature rule for quadratic bands, provided that $H$ is known. Lean again uses the general average, now with $\varphi_i=f(v_i)$ and $w_{ij}=-\tfrac12q(v_i-v_j)$.

```lean
/-- If `uᵀ H u` is nonnegative for every `u`, the average of the four corner values is at least
the tetrahedron mean of the quadratic band. -/
theorem mean_le_corner_average (c : ℝ) (g : ι → ℝ) (H : Matrix ι ι ℝ) (v : Fin 4 → ι → ℝ)
    (hH : ∀ u, 0 ≤ curv H u) :
    simplexMean (fun t => quadBand c g H (∑ i, t i • v i))
      ≤ (∑ i, quadBand c g H (v i)) / 4 := by
  rw [mean_quadBand, edgeSum_four]
  linarith [hH (v 0 - v 1), hH (v 0 - v 2), hH (v 0 - v 3), hH (v 1 - v 2),
    hH (v 1 - v 3), hH (v 2 - v 3)]

end

end TetrahedronCurvature
```

The hypothesis `hH` says that the band curves upwards or is flat in every direction, as it does around a band minimum. All six edge terms are then nonnegative, and the quadrature rule gives $\langle f\rangle\le\tfrac14\sum_if(v_i)$. The corner average never underestimates the mean energy of such a band. In the proof, `linarith` receives the six inequalities, one for each edge.

```lean
#print axioms TetrahedronCurvature.mean_interpolation_error
-- 'TetrahedronCurvature.mean_interpolation_error' depends on axioms: [propext, Classical.choice, Quot.sound]
#print axioms TetrahedronCurvature.mean_le_corner_average
-- 'TetrahedronCurvature.mean_le_corner_average' depends on axioms: [propext, Classical.choice, Quot.sound]
```
